# Mixing cost in a Thomas-Fermi cell: L² for simple mixing, L at the heavy-ball rate

Q: To get phonons of a metal from a long supercell, I solve the Sternheimer equations in the current first-order potential, build the induced density and from it a new potential, and mix that with the old one. Each cycle is expensive, so before I double the cell length L I want to know how the number of cycles grows. You claim L² for simple mixing and L for accelerated mixing. For which metal?

A: For one whose linear response is Thomas-Fermi screening, mixed without a preconditioner. Simple mixing here means the best fixed step for each L, and accelerated mixing means the heavy-ball iteration tuned for each L, counted by its asymptotic rate. The cost is expressed through an error factor per cycle,

ρ(s) = (s − 1)/(s + 1), s > 1,

and the number of cycles that reduces the error to a fraction t,

N(s) = ln t / ln ρ(s).

Here t is a tolerance, not a time. In Lean, ρ(s) is `contraction s` and N(s) is `iterations t s`, a real number that you round up.

```lean
import Mathlib

open Filter Topology

namespace MixingCost

noncomputable section

/-- The error factor per step, `(s - 1) / (s + 1)`, for `s > 1`. -/
def contraction (s : ℝ) : ℝ := (s - 1) / (s + 1)

/-- The number of steps `N(s) = ln t / ln ((s - 1) / (s + 1))` needed to reduce the error to the
fraction `t` of its initial value, as a real number, for `0 < t ≤ 1` and `s > 1`. -/
def iterations (t s : ℝ) : ℝ := Real.log t / Real.log (contraction s)
```

Q: And where does the metal enter?

A: Through the dielectric function 1 + k²/q². The letter k is the Thomas-Fermi screening wavevector, not a Bloch vector; it stands for how strongly the electrons screen, and it is held fixed as L grows. The largest eigenvalue in the cell will be

c(L) = 1 + (kL/2π)²,

which is `screeningCond k L`.

```lean
/-- The Thomas-Fermi dielectric function `1 + k² / q²` at wavevector `q ≠ 0`. -/
def dielectric (k q : ℝ) : ℝ := 1 + k ^ 2 / q ^ 2

/-- The condition number `c = 1 + (k L / 2π)²` for a cell of length `L`. -/
def screeningCond (k L : ℝ) : ℝ := 1 + (k * L / (2 * Real.pi)) ^ 2
```

Q: N(s) is a quotient of logarithms. Why should I believe that it counts anything?

A: For s > 1 we have 0 < s − 1 < s + 1, so ρ(s) lies strictly between 0 and 1 and ln ρ(s) is negative. Taking logarithms and dividing by a negative number,

ρⁿ ≤ t ⇔ n ln ρ ≤ ln t ⇔ n ≥ ln t / ln ρ = N(s).

`reaches_tolerance_iff` states this for every natural number n; `div_le_iff_of_neg` is the step that reverses the inequality.

```lean
/-- For `s > 1` the error factor lies strictly between 0 and 1. -/
theorem contraction_mem {s : ℝ} (hs : 1 < s) : 0 < contraction s ∧ contraction s < 1 := by
  refine ⟨div_pos (by linarith) (by linarith), ?_⟩
  rw [contraction, div_lt_one (by linarith)]
  linarith

/-- For `s > 1` and `t > 0`, `n` steps reduce the error to the fraction `t` or below
exactly when `n` is at least `N(s)`. -/
theorem reaches_tolerance_iff {t s : ℝ} (ht : 0 < t) (hs : 1 < s) (n : ℕ) :
    contraction s ^ n ≤ t ↔ iterations t s ≤ n := by
  obtain ⟨h0, h1⟩ := contraction_mem hs
  rw [iterations, div_le_iff_of_neg (Real.log_neg h0 h1), ← Real.log_pow,
    Real.log_le_log_iff (pow_pos h0 n) ht]
```

Q: Then show me that c(L) comes from the cell and was not chosen to give the answer.

A: Take a cell with perpendicular edges, the longest of length L, and a perturbation with the period of the cell. Then no nonzero wavevector in the response is shorter than 2π/L. If |q| ≥ 2π/L, then q² ≥ (2π/L)², hence

1 ≤ 1 + k²/q² ≤ 1 + k²L²/(4π²) = c(L),

with equality on the right at q = 2π/L. The value 1 is approached at large q. The theorem proves the equality first and then uses the monotonicity of division for the upper bound.

```lean
/-- At wavevectors of length at least `2π / L`, as all nonzero ones in a cell of length `L > 0` are,
the dielectric function lies between 1 and `c`, and it equals `c` at `2π / L`. -/
theorem dielectric_range (k : ℝ) {L : ℝ} (hL : 0 < L) :
    (∀ q : ℝ, 2 * Real.pi / L ≤ |q| →
      1 ≤ dielectric k q ∧ dielectric k q ≤ screeningCond k L) ∧
    dielectric k (2 * Real.pi / L) = screeningCond k L := by
  have heq : dielectric k (2 * Real.pi / L) = screeningCond k L := by
    rw [dielectric, screeningCond, div_pow, div_pow, div_div_eq_mul_div, mul_pow k L]
  refine ⟨fun q hq => ⟨?_, ?_⟩, heq⟩
  · have : 0 ≤ k ^ 2 / q ^ 2 := by positivity
    unfold dielectric
    linarith
  · have h0 : 0 < 2 * Real.pi / L := by positivity
    have hq2 : (2 * Real.pi / L) ^ 2 ≤ q ^ 2 := by
      rw [← sq_abs q]
      exact pow_le_pow_left₀ h0.le hq 2
    have h := div_le_div_of_nonneg_left (sq_nonneg k) (pow_pos h0 2) hq2
    rw [← heq]
    unfold dielectric
    linarith
```

Q: Simple mixing has a free parameter. Perhaps a cleverer choice beats your factor.

A: Not in the worst case over [1, c]. Mixing with step α multiplies the error in a mode of eigenvalue x by 1 − αx. With α = 2/(c + 1),

|1 − αx| = |c + 1 − 2x|/(c + 1) ≤ (c − 1)/(c + 1) for 1 ≤ x ≤ c.

Conversely, for any α let M be the larger of |1 − α| and |1 − αc|. Then 1 − α ≤ M and αc − 1 ≤ M. Adding c times the first to the second gives c − 1 ≤ (c + 1)M, so M ≥ ρ(c). In Lean, `h1` and `h2` are these two inequalities and `h3` is the first one multiplied by c.

```lean
/-- Simple mixing with step `2 / (c + 1)` damps every mode with eigenvalue in `[1, c]`, `c > 1`,
at least by the factor `(c - 1) / (c + 1)`, and no step has a smaller worst-case factor. -/
theorem simple_mixing_optimal {c : ℝ} (hc : 1 < c) :
    (∀ x : ℝ, 1 ≤ x → x ≤ c → |1 - 2 / (c + 1) * x| ≤ contraction c) ∧
    ∀ α : ℝ, contraction c ≤ max |1 - α| |1 - α * c| := by
  have hp : 0 < c + 1 := by linarith
  constructor
  · intro x h1 h2
    have hu : 2 / (c + 1) * (c + 1) = 2 := div_mul_cancel₀ _ hp.ne'
    have e : 1 - 2 / (c + 1) * x = (c + 1 - 2 * x) / (c + 1) := by
      rw [eq_div_iff hp.ne']
      linear_combination (-x) * hu
    rw [e, abs_div, abs_of_pos hp, contraction]
    exact div_le_div_of_nonneg_right (abs_le.2 ⟨by linarith, by linarith⟩) hp.le
  · intro α
    -- the two extreme modes cannot both be damped better
    have h1 := (le_abs_self (1 - α)).trans (le_max_left |1 - α| |1 - α * c|)
    have h2 := (neg_le_abs (1 - α * c)).trans (le_max_right |1 - α| |1 - α * c|)
    have h3 := mul_le_mul_of_nonneg_left h1 (by linarith : (0 : ℝ) ≤ c)
    rw [contraction, div_le_iff₀ hp]
    linarith
```

Q: And the accelerated version?

A: It adds a memory term. With e_n the error of one mode after n cycles,

e_{n+1} = e_n − a x e_n + r²(e_n − e_{n−1}), a = 4/(√c + 1)², r = ρ(√c).

Inserting e_n = zⁿ gives

z² = bz − r², b = 1 + r² − ax.

From the definitions, (1 − r)² = a and (1 + r)² = ac. Since a ≤ ax ≤ ac, it follows that −2r ≤ b ≤ 2r, so b² ≤ 4r².

Now write z = u + iv. The imaginary part of the equation reads 2uv = bv, so u = b/2 if v ≠ 0. If v = 0, completing the square gives (u − b/2)² = b²/4 − r² ≤ 0, and again u = b/2. The real part, u² − v² = bu − r², then yields

|z|² = u² + v² = 2u² − bu + r² = r².

`root_modulus` makes exactly this case distinction. `heavy_ball_root` supplies the bound on b, with `e1` and `e2` as the two identities for a and ac.

```lean
/-- If `b² ≤ 4 r²` and `r ≥ 0`, every complex root of `z² = b z - r²` has modulus `r`. -/
theorem root_modulus {b r : ℝ} (hr : 0 ≤ r) (hb : b ^ 2 ≤ 4 * r ^ 2) {z : ℂ}
    (hz : z ^ 2 = (b : ℂ) * z - (r : ℂ) ^ 2) : ‖z‖ = r := by
  have hre := congrArg Complex.re hz
  have him := congrArg Complex.im hz
  simp only [pow_two, Complex.sub_re, Complex.sub_im, Complex.mul_re, Complex.mul_im,
    Complex.ofReal_re, Complex.ofReal_im] at hre him
  -- the real part of the root is b / 2 in the oscillating and in the critical case
  have hx : z.re = b / 2 := by
    by_cases hy : z.im = 0
    · rw [hy] at hre
      have h : (z.re - b / 2) ^ 2 = 0 := le_antisymm (by nlinarith) (sq_nonneg _)
      have h' := (pow_eq_zero_iff two_ne_zero).1 h
      linarith
    · apply mul_right_cancel₀ hy
      linear_combination him / 2
  have h : ‖z‖ ^ 2 = r ^ 2 := by
    rw [Complex.sq_norm, Complex.normSq_apply]
    linear_combination -hre + 2 * z.re * hx
  exact (sq_eq_sq₀ (norm_nonneg z) hr).1 h

/-- Heavy-ball mixing with step `4 / (√c + 1)²` and momentum `((√c - 1) / (√c + 1))²`: for a mode
with eigenvalue in `[1, c]`, each characteristic root has modulus `(√c - 1) / (√c + 1)`. -/
theorem heavy_ball_root {c x : ℝ} (h1 : 1 ≤ x) (h2 : x ≤ c) {z : ℂ}
    (hz : z ^ 2 = z - ((4 / (√c + 1) ^ 2 * x : ℝ) : ℂ) * z
      + ((contraction √c : ℝ) : ℂ) ^ 2 * (z - 1)) :
    ‖z‖ = contraction √c := by
  have hs : 1 ≤ √c := Real.one_le_sqrt.2 (h1.trans h2)
  have hs2 : √c ^ 2 = c := Real.sq_sqrt (by linarith)
  have hp : 0 < √c + 1 := by linarith
  have hr : contraction √c * (√c + 1) = √c - 1 := div_mul_cancel₀ _ hp.ne'
  have hr0 : 0 ≤ contraction √c := div_nonneg (by linarith) hp.le
  have e1 : (1 - contraction √c) ^ 2 = 4 / (√c + 1) ^ 2 := by
    rw [eq_div_iff (pow_pos hp 2).ne', ← mul_pow,
      show (1 - contraction √c) * (√c + 1) = 2 by linear_combination -hr]
    norm_num
  have e2 : (1 + contraction √c) ^ 2 = 4 / (√c + 1) ^ 2 * c := by
    rw [div_mul_eq_mul_div, eq_div_iff (pow_pos hp 2).ne', ← mul_pow,
      show (1 + contraction √c) * (√c + 1) = 2 * √c by linear_combination hr,
      mul_pow, hs2]
    norm_num
  have ha : 0 ≤ 4 / (√c + 1) ^ 2 := by positivity
  have l1 := mul_le_mul_of_nonneg_left h1 ha
  have l2 := mul_le_mul_of_nonneg_left h2 ha
  refine root_modulus (b := 1 + contraction √c ^ 2 - 4 / (√c + 1) ^ 2 * x) hr0 ?_ ?_
  · apply le_of_sub_nonneg
    have hm := mul_nonneg
      (show 0 ≤ 2 * contraction √c - (1 + contraction √c ^ 2 - 4 / (√c + 1) ^ 2 * x) by
        nlinarith)
      (show 0 ≤ 2 * contraction √c + (1 + contraction √c ^ 2 - 4 / (√c + 1) ^ 2 * x) by
        nlinarith)
    linarith
  · rw [hz]
    push_cast
    ring
```

Q: A root of modulus r is not yet an error of size rⁿ.

A: Correct. The theorem fixes the modulus of the roots, and the error also carries a prefactor, which for c > 1 can grow linearly in n at x = 1 and x = c, where the two roots coincide. So N(√c) counts cycles at the asymptotic rate; it is not a bound on the heavy-ball error itself.

Q: Fine. How does N(s) behave for large s?

A: Put T = ln(1/t) > 0 and ℓ = −ln ρ(s) > 0, so that N(s) = T/ℓ. Apply ln y ≤ y − 1 twice:

y = ρ: −ℓ ≤ −2/(s + 1), so ℓ ≥ 2/(s + 1);
y = 1/ρ: ℓ ≤ 2/(s − 1).

Therefore

(T/2)(s − 1) ≤ N(s) ≤ (T/2)(s + 1).

In the code, `up` and `lo` are the two uses of the logarithm inequality, and `a'` and `b'` are the bounds on ℓ with the denominators cleared.

```lean
/-- For `0 < t < 1` and `s > 1`, the step count `N(s)` lies between
`(ln (1/t) / 2) (s - 1)` and `(ln (1/t) / 2) (s + 1)`. -/
theorem iterations_bounds {t s : ℝ} (ht0 : 0 < t) (ht1 : t < 1) (hs : 1 < s) :
    Real.log (1 / t) / 2 * (s - 1) ≤ iterations t s ∧
    iterations t s ≤ Real.log (1 / t) / 2 * (s + 1) := by
  obtain ⟨h0, h1⟩ := contraction_mem hs
  have hl : 0 < -Real.log (contraction s) := neg_pos.2 (Real.log_neg h0 h1)
  have hT : 0 < Real.log (1 / t) := by
    rw [one_div, Real.log_inv]
    exact neg_pos.2 (Real.log_neg ht0 ht1)
  have hN : iterations t s = Real.log (1 / t) / (-Real.log (contraction s)) := by
    rw [iterations, one_div, Real.log_inv, neg_div_neg_eq]
  -- ln x ≤ x - 1 for the error factor and for its inverse
  have up := Real.log_le_sub_one_of_pos h0
  have lo := Real.log_le_sub_one_of_pos (inv_pos.2 h0)
  rw [Real.log_inv] at lo
  have hr : contraction s * (s + 1) = s - 1 := div_mul_cancel₀ _ (by linarith)
  have hr' : (contraction s)⁻¹ * (s - 1) = s + 1 := by
    rw [contraction, inv_div]
    exact div_mul_cancel₀ _ (by linarith)
  have a := mul_le_mul_of_nonneg_right lo (by linarith : 0 ≤ s - 1)
  have b := mul_le_mul_of_nonneg_right up (by linarith : 0 ≤ s + 1)
  have a' : -Real.log (contraction s) * (s - 1) ≤ 2 := by linarith
  have b' : 2 ≤ -Real.log (contraction s) * (s + 1) := by linarith
  rw [hN, le_div_iff₀ hl, div_le_iff₀ hl]
  constructor
  · linarith [mul_le_mul_of_nonneg_left a' hT.le]
  · linarith [mul_le_mul_of_nonneg_left b' hT.le]
```

Dividing by s puts N(s)/s between (T/2)(1 − 1/s) and (T/2)(1 + 1/s), and both tend to T/2. The squeeze lemma needs the inequalities only for all sufficiently large s, which `eventually_gt_atTop 1` provides.

```lean
/-- For `0 < t < 1`, `N(s) / s` tends to the positive number `ln (1/t) / 2` as `s` grows. -/
theorem tendsto_iterations_div {t : ℝ} (ht0 : 0 < t) (ht1 : t < 1) :
    0 < Real.log (1 / t) / 2 ∧
    Tendsto (fun s => iterations t s / s) atTop (𝓝 (Real.log (1 / t) / 2)) := by
  constructor
  · rw [one_div, Real.log_inv]
    linarith [Real.log_neg ht0 ht1]
  have hi := tendsto_inv_atTop_zero (𝕜 := ℝ)
  have hlo := (hi.const_sub 1).const_mul (Real.log (1 / t) / 2)
  have hup := (hi.const_add 1).const_mul (Real.log (1 / t) / 2)
  rw [sub_zero, mul_one] at hlo
  rw [add_zero, mul_one] at hup
  refine tendsto_of_tendsto_of_tendsto_of_le_of_le' hlo hup ?_ ?_
  · filter_upwards [eventually_gt_atTop 1] with s hs
    have hs0 : 0 < s := by linarith
    have hinv : s⁻¹ * s = 1 := inv_mul_cancel₀ hs0.ne'
    rw [le_div_iff₀ hs0, mul_assoc, sub_mul, hinv, one_mul]
    exact (iterations_bounds ht0 ht1 hs).1
  · filter_upwards [eventually_gt_atTop 1] with s hs
    have hs0 : 0 < s := by linarith
    have hinv : s⁻¹ * s = 1 := inv_mul_cancel₀ hs0.ne'
    rw [div_le_iff₀ hs0, mul_assoc, add_mul, hinv, one_mul]
    exact (iterations_bounds ht0 ht1 hs).2
```

Q: That is a limit in s. I change L.

A: So follow s along the cell length. For L > 0,

c(L)/L² = 1/L² + (k/2π)² → (k/2π)²,
√c(L)/L = √(c(L)/L²) → k/2π,

and both c(L) and √c(L) tend to infinity. Hence

N(c)/L² = (N(c)/c)(c/L²) → (T/2)(k/2π)²,
N(√c)/L = (N(√c)/√c)(√c/L) → (T/2)(k/2π).

Both limits are positive because T and k are. In `mixing_cost_scaling`, `atTop` says that L grows without bound through the real numbers, and `𝓝` marks the limiting value.

The device that carries this is `Tendsto`, which describes a limit by filters: every neighbourhood of the target value must contain the function's values from some point on. Limits in this form compose directly. `hN.comp hc` feeds s = c(L) into the limit of N(s)/s, and composing with `Real.tendsto_sqrt_atTop` as well feeds in s = √c(L). One limit in s thus serves both laws, and `div_mul_div_cancel₀` cancels the intermediate c or √c.

```lean
/-- For `0 < t < 1` and `k > 0`, as the cell length `L` grows, `N(c) / L²` and `N(√c) / L`
tend to the stated positive limits. -/
theorem mixing_cost_scaling {t k : ℝ} (ht0 : 0 < t) (ht1 : t < 1) (hk : 0 < k) :
    (0 < Real.log (1 / t) / 2 * (k / (2 * Real.pi)) ^ 2 ∧
      Tendsto (fun L => iterations t (screeningCond k L) / L ^ 2) atTop
        (𝓝 (Real.log (1 / t) / 2 * (k / (2 * Real.pi)) ^ 2))) ∧
    (0 < Real.log (1 / t) / 2 * (k / (2 * Real.pi)) ∧
      Tendsto (fun L => iterations t √(screeningCond k L) / L) atTop
        (𝓝 (Real.log (1 / t) / 2 * (k / (2 * Real.pi))))) := by
  obtain ⟨hA, hN⟩ := tendsto_iterations_div ht0 ht1
  have hK : 0 < k / (2 * Real.pi) := by positivity
  have hpos : ∀ L, 0 < screeningCond k L := fun L => by
    unfold screeningCond
    positivity
  -- the condition number diverges, and does so like L²
  have hlin : Tendsto (fun L : ℝ => k * L / (2 * Real.pi)) atTop atTop :=
    (tendsto_id.const_mul_atTop hk).atTop_div_const (by positivity)
  have hc : Tendsto (fun L => screeningCond k L) atTop atTop :=
    tendsto_atTop_add_const_left _ 1 ((tendsto_pow_atTop two_ne_zero).comp hlin)
  have hq : Tendsto (fun L => screeningCond k L / L ^ 2) atTop
      (𝓝 ((k / (2 * Real.pi)) ^ 2)) := by
    have h := ((tendsto_inv_atTop_zero (𝕜 := ℝ)).pow 2).add_const ((k / (2 * Real.pi)) ^ 2)
    rw [zero_pow two_ne_zero, zero_add] at h
    refine h.congr' ?_
    filter_upwards [eventually_gt_atTop 0] with L hL
    have hi : L⁻¹ * L = 1 := inv_mul_cancel₀ hL.ne'
    rw [screeningCond, eq_div_iff (pow_ne_zero 2 hL.ne'), add_mul, ← mul_pow, hi]
    ring
  have hq' : Tendsto (fun L => √(screeningCond k L) / L) atTop
      (𝓝 (k / (2 * Real.pi))) := by
    have h := hq.sqrt
    rw [Real.sqrt_sq hK.le] at h
    refine h.congr' ?_
    filter_upwards [eventually_gt_atTop 0] with L hL
    rw [Real.sqrt_div (hpos L).le, Real.sqrt_sq hL.le]
  refine ⟨⟨by positivity, ?_⟩, ⟨by positivity, ?_⟩⟩
  · refine ((hN.comp hc).mul hq).congr fun L => ?_
    exact div_mul_div_cancel₀ (hpos L).ne'
  · refine ((hN.comp (Real.tendsto_sqrt_atTop.comp hc)).mul hq').congr fun L => ?_
    exact div_mul_div_cancel₀ (Real.sqrt_pos.2 (hpos L)).ne'

end

end MixingCost
```

```lean
#print axioms MixingCost.dielectric_range
#print axioms MixingCost.simple_mixing_optimal
#print axioms MixingCost.heavy_ball_root
#print axioms MixingCost.mixing_cost_scaling
```

```
'MixingCost.dielectric_range' depends on axioms: [propext, Classical.choice, Quot.sound]
'MixingCost.simple_mixing_optimal' depends on axioms: [propext, Classical.choice, Quot.sound]
'MixingCost.heavy_ball_root' depends on axioms: [propext, Classical.choice, Quot.sound]
'MixingCost.mixing_cost_scaling' depends on axioms: [propext, Classical.choice, Quot.sound]
```

Q: What would I see in my supercell?

A: Take k = 1 Å⁻¹, L = 20π Å ≈ 63 Å and t = 10⁻⁶. Then c = 101, and N(c) ≈ 698 while N(√c) ≈ 69. Double L and c becomes 401. With the mixing parameters retuned to this c, N(c) ≈ 2770 and N(√c) ≈ 138: about four times the Sternheimer cycles in one case, twice in the other. If you keep the old simple-mixing step 2/102 instead, the error at the longest wavelength is multiplied by 1 − 802/102 ≈ −6.9 in each cycle, and the iteration diverges.

Q: My metal is not a Thomas-Fermi gas.

A: That is the step you have to supply: that the dielectric operator of your crystal has real eigenvalues that lie in a range like [1, c(L)] and come close to both of its ends. Local fields and band structure change it, and an insulator, whose screening stays finite at long wavelength, does not fit this c(L). For density functional perturbation theory, the result says how long-wavelength screening sets the cost of self-consistency in a linear Thomas-Fermi model with these two mixers; Anderson or Pulay mixing would need an analysis of its own.
